# Hessian index k at the k-th excited state of a finite real Hamiltonian with distinct levels

In how many independent directions can the energy of an excited eigenstate be lowered? The answer depends on which changes of the state are admitted. Here they are all vectors orthogonal to the state, in a real space of finite dimension n. A change along the state itself only rescales it and leaves the energy as it was, so that direction is left out. Even with the zero vector added, the downhill directions need not form a subspace, so they are counted by the largest dimension of a subspace in which every nonzero vector points downhill.

Let H be a real symmetric operator with eigenvalues E_0 < E_1 < ... < E_(n−1), and let c be a unit eigenvector for E_k. The number k counts from zero, so k = 0 is the ground state. On the orthogonal complement of c, the form ⟨x, (H − E_k)y⟩ is nondegenerate, and the largest subspaces on which it is negative definite have dimension k.

For an expansion in a fixed finite basis with all coefficients free, as in full configuration interaction, the number of negative Hessian eigenvalues therefore tells which root has been reached, provided that the levels are distinct.

## From the energy to a count of lower levels

Take x orthogonal to c, vary the state to c + tx with a real number t, and write e = E_k. By symmetry,

⟨c, Hx⟩ = ⟨Hc, x⟩ = e⟨c, x⟩ = 0,

so the terms linear in t vanish:

⟨c + tx, H(c + tx)⟩ = e + t²⟨x, Hx⟩

⟨c + tx, c + tx⟩ = 1 + t²⟨x, x⟩

Dividing the first by the second and separating off e gives the energy along the variation:

energy(c + tx) = e + t²⟨x, (H − e)x⟩ / (1 + t²⟨x, x⟩)

The sign of ⟨x, (H − e)x⟩ decides whether the energy rises or falls, for every t ≠ 0.

Next, choose a unit eigenvector b_i for each E_i, with b_k = c. For i ≠ j, symmetry gives

(E_i − E_j)⟨b_i, b_j⟩ = 0,

and the levels differ, so the vectors are orthogonal. Being n orthonormal vectors in dimension n, they form a basis. With amplitudes a_i = ⟨b_i, x⟩,

⟨x, (H − E_k)x⟩ = Σ_i (E_i − E_k) a_i².

**Nondegeneracy.** Suppose that x is orthogonal to c and that ⟨x, (H − E_k)y⟩ = 0 for every y orthogonal to c. Taking y = b_i with i ≠ k gives (E_i − E_k)a_i = 0, hence a_i = 0. Also a_k = ⟨c, x⟩ = 0, so x = 0.

**At least k.** The vectors b_0, ..., b_(k−1) span a k-dimensional subspace orthogonal to c. For x in it, only amplitudes with i < k survive. Each of them has a negative weight, so the form is negative unless x = 0.

**At most k.** Let W be a subspace on which the form is negative definite, and send x in W to (a_0, ..., a_(k−1)). If all these amplitudes vanish, the remaining sum has only terms with E_i ≥ E_k and is not negative, which forces x = 0. The map is linear and injective, so dim W ≤ k.

## Energy, second-order form and admitted variations

The states live in a real inner product space `V`. Finite dimension is assumed only where it is needed.

In Lean 4 with Mathlib:

```lean
import Mathlib

open Module

namespace ExcitedStateHessian

noncomputable section

variable {V : Type*} [NormedAddCommGroup V] [InnerProductSpace ℝ V]
```

The energy is the Rayleigh quotient, so states need not be normalised.

```lean
/-- The energy expectation value (Rayleigh quotient) of a nonzero state `x`. -/
def energy (H : V →ₗ[ℝ] V) (x : V) : ℝ := inner ℝ x (H x) / inner ℝ x x
```

The next definition is named after the Hessian, but it is half of the usual second derivative: differentiating the energy along c + tx twice at t = 0 gives 2⟨x, (H − e)x⟩. The factor affects neither signs nor dimensions.

```lean
/-- The Hessian form `⟨x, (H - e) y⟩` at energy `e`. -/
def hess (H : V →ₗ[ℝ] V) (e : ℝ) (x y : V) : ℝ := inner ℝ x (H y - e • y)
```

The admitted variations form the tangent space of the unit sphere at `c`, written as the orthogonal complement of the line through `c`.

```lean
/-- The space of variations orthogonal to the state `c`. -/
def tangent (c : V) : Submodule ℝ V := (Submodule.span ℝ {c})ᗮ
```

Negative definiteness is required of every nonzero vector of `W`. The zero subspace satisfies it trivially, which matters for the ground state.

```lean
/-- The Hessian form at energy `e` is negative definite on the subspace `W`. -/
def NegDefOn (H : V →ₗ[ℝ] V) (e : ℝ) (W : Submodule ℝ V) : Prop :=
  ∀ x ∈ W, x ≠ 0 → hess H e x x < 0
```

Membership of `tangent c` amounts to one vanishing inner product.

```lean
theorem mem_tangent {c x : V} : x ∈ tangent c ↔ inner ℝ c x = 0 :=
  Submodule.mem_orthogonal_singleton_iff_inner_right
```

The energy formula connects the form with the physical question. It holds for every real `t`, not just to second order. In the proof, `hcH` is the vanishing first-order term, `hnum` and `hden` are the numerator and denominator found above, and `hpos` shows that the denominator is nonzero before the fraction is cleared.

```lean
/-- For symmetric `H`, a unit eigenvector `c` of energy `e` and a variation `x` orthogonal
to `c`, the energy of `c + t x` is `e + t² ⟨x, (H - e) x⟩ / (1 + t² ⟨x, x⟩)`. -/
theorem energy_along_variation {H : V →ₗ[ℝ] V} (hH : H.IsSymmetric) {c x : V} {e : ℝ}
    (hc : ‖c‖ = 1) (hHc : H c = e • c) (hx : x ∈ tangent c) (t : ℝ) :
    energy H (c + t • x) = e + t ^ 2 * hess H e x x / (1 + t ^ 2 * inner ℝ x x) := by
  have hcx : inner ℝ c x = 0 := mem_tangent.1 hx
  have hxc : inner ℝ x c = 0 := by rw [real_inner_comm, hcx]
  have hcc : inner ℝ c c = (1 : ℝ) := by rw [real_inner_self_eq_norm_sq, hc, one_pow]
  -- the first-order term vanishes because `c` is an eigenvector
  have hcH : inner ℝ c (H x) = 0 := by
    rw [← hH c x, hHc, real_inner_smul_left, hcx, mul_zero]
  have hnum : inner ℝ (c + t • x) (H (c + t • x)) = e + t ^ 2 * inner ℝ x (H x) := by
    rw [map_add, map_smul, hHc]
    simp only [inner_add_left, inner_add_right, real_inner_smul_left,
      real_inner_smul_right, hxc, hcc, hcH]
    ring
  have hden : inner ℝ (c + t • x) (c + t • x) = 1 + t ^ 2 * inner ℝ x x := by
    simp only [inner_add_left, inner_add_right, real_inner_smul_left,
      real_inner_smul_right, hcx, hxc, hcc]
    ring
  have hpos : 1 + t ^ 2 * inner ℝ x x ≠ 0 := by
    have h : 0 ≤ inner ℝ x x := real_inner_self_nonneg
    positivity
  rw [energy, hnum, hden, hess, inner_sub_right, real_inner_smul_right,
    div_eq_iff hpos, add_mul, div_mul_cancel₀ _ hpos]
  ring
```

## An eigenbasis through the given state

The spectrum is a function `E` on `Fin n`, whose indices run from 0 to n − 1. `StrictMono E` says that the levels increase strictly, and `hE` says that each value is an eigenvalue of `H`. Since the dimension is n, these are all the eigenvalues, each with a one-dimensional eigenspace. Physically, there are no degeneracies. A Hamiltonian with spin or spatial multiplets violates this as it stands, though its restriction to one symmetry sector may satisfy it.

The eigenbasis is derived from these hypotheses. The proof takes `c` itself at index `k` and a normalised eigenvector at every other index. The step `hon` is the orthogonality argument, and a dimension count then turns the orthonormal family into a basis.

```lean
/-- A symmetric `H` with `n` distinct eigenvalues in dimension `n` has an orthonormal
eigenbasis that contains a given unit eigenvector `c`. -/
theorem exists_eigenbasis [FiniteDimensional ℝ V] {n : ℕ} (hn : finrank ℝ V = n)
    {H : V →ₗ[ℝ] V} (hH : H.IsSymmetric) {E : Fin n → ℝ} (hmono : StrictMono E)
    (hE : ∀ i, Module.End.HasEigenvalue H (E i)) {k : Fin n} {c : V}
    (hc : ‖c‖ = 1) (hHc : H c = E k • c) :
    ∃ b : OrthonormalBasis (Fin n) ℝ V, (∀ i, H (b i) = E i • b i) ∧ b k = c := by
  have hv : ∀ i, ∃ v : V, ‖v‖ = 1 ∧ H v = E i • v ∧ (i = k → v = c) := by
    intro i
    by_cases h : i = k
    · exact ⟨c, hc, by rw [h, hHc], fun _ => rfl⟩
    · obtain ⟨u, hu⟩ := (hE i).exists_hasEigenvector
      have h0 : ‖u‖ ≠ 0 := norm_ne_zero_iff.2 hu.2
      refine ⟨‖u‖⁻¹ • u, ?_, ?_, fun h' => absurd h' h⟩
      · rw [norm_smul, norm_inv, norm_norm, inv_mul_cancel₀ h0]
      · rw [map_smul, hu.apply_eq_smul, smul_comm]
  choose v hv1 hv2 hv3 using hv
  -- eigenvectors of different energy are orthogonal
  have hon : Orthonormal ℝ v := by
    refine ⟨hv1, fun i j hij => ?_⟩
    have h := hH (v i) (v j)
    rw [hv2 i, hv2 j, real_inner_smul_left, real_inner_smul_right] at h
    have hne : E i - E j ≠ 0 := sub_ne_zero.2 (hmono.injective.ne hij)
    have h0 : (E i - E j) * inner ℝ (v i) (v j) = 0 := by linear_combination h
    exact (mul_eq_zero.1 h0).resolve_left hne
  have hsp := hon.linearIndependent.span_eq_top_of_card_eq_finrank' (by simp [hn])
  refine ⟨OrthonormalBasis.mk hon hsp.ge, fun i => ?_, ?_⟩
  · rw [OrthonormalBasis.coe_mk, hv2 i]
  · rw [OrthonormalBasis.coe_mk, hv3 k rfl]
```

In such a basis the form becomes a sum over levels. The identity `b.sum_inner_mul_inner` expands the inner product in amplitudes, and symmetry moves `H` onto the basis vector, where it gives `E i`. The reference energy `e` is arbitrary here.

```lean
/-- In an orthonormal eigenbasis of a symmetric `H`, the Hessian form is the sum of the differences
`E i - e` weighted by the squared amplitudes of `x`, for any real `e`. -/
theorem hess_eq_sum {n : ℕ} {H : V →ₗ[ℝ] V} (hH : H.IsSymmetric) {E : Fin n → ℝ}
    (b : OrthonormalBasis (Fin n) ℝ V) (hb : ∀ i, H (b i) = E i • b i) (e : ℝ) (x : V) :
    hess H e x x = ∑ i, (E i - e) * inner ℝ (b i) x ^ 2 := by
  rw [hess, ← b.sum_inner_mul_inner x (H x - e • x)]
  refine Finset.sum_congr rfl fun i _ => ?_
  rw [inner_sub_right, real_inner_smul_right, ← hH (b i) x, hb i, real_inner_smul_left,
    real_inner_comm (b i) x]
  ring
```

A vector with no amplitude on any basis vector has zero norm and is therefore zero.

```lean
/-- A state with no amplitude on any vector of an orthonormal basis is zero. -/
theorem eq_zero_of_amplitudes {n : ℕ} (b : OrthonormalBasis (Fin n) ℝ V) {x : V}
    (h : ∀ i, inner ℝ (b i) x = 0) : x = 0 := by
  have h0 : inner ℝ x x = (0 : ℝ) := by
    rw [← b.sum_inner_mul_inner x x]
    exact Finset.sum_eq_zero fun i _ => by rw [h i, mul_zero]
  exact inner_self_eq_zero.1 h0
```

## Nondegeneracy and the exact index

The theorem has two parts. The first says that a vector of `tangent c` which pairs to zero with all of `tangent c` is zero. The second considers the set of all dimensions `d` of subspaces `W` that lie in `tangent c` and on which the form is negative definite. `IsGreatest` says that `k` belongs to this set and that no member exceeds it.

The proof first replaces `c` by the basis vector `b k`. Nondegeneracy then follows by testing against the other `b i`.

For the lower bound, `f` embeds the first `k` indices into `Fin n`. The statement `hz` says that the span of the lower eigenvectors is orthogonal to every `b i` with `k ≤ i`. At `i = k` this places the span in `tangent c`, and at all such `i` it removes the amplitudes whose weights are not negative. A nonzero vector has some nonzero amplitude, necessarily below `k`, and `Finset.sum_lt_sum` makes the sum strictly negative.

For the upper bound, `A` is the map to the `k` lower amplitudes. Its injectivity, `hA`, bounds the dimension of `W`. This argument never uses that `W` is orthogonal to `c`.

```lean
/-- Let a symmetric `H` in dimension `n` have eigenvalues `E 0 < ... < E (n-1)`, and let `c`
be a unit eigenvector for `E k`. On the complement of `c` the Hessian form at `E k` is
nondegenerate, and its largest negative definite subspaces have dimension `k`. -/
theorem hessian_index [FiniteDimensional ℝ V] {n : ℕ} (hn : finrank ℝ V = n)
    {H : V →ₗ[ℝ] V} (hH : H.IsSymmetric) {E : Fin n → ℝ} (hmono : StrictMono E)
    (hE : ∀ i, Module.End.HasEigenvalue H (E i)) {k : Fin n} {c : V}
    (hc : ‖c‖ = 1) (hHc : H c = E k • c) :
    (∀ x ∈ tangent c, (∀ y ∈ tangent c, hess H (E k) x y = 0) → x = 0) ∧
    IsGreatest {d : ℕ | ∃ W : Submodule ℝ V,
      W ≤ tangent c ∧ NegDefOn H (E k) W ∧ finrank ℝ W = d} (k : ℕ) := by
  obtain ⟨b, hb, rfl⟩ := exists_eigenbasis hn hH hmono hE hc hHc
  refine ⟨fun x hx h => eq_zero_of_amplitudes b fun i => ?_, ?_, ?_⟩
  · -- nondegeneracy: test against the other eigenvectors
    by_cases hik : i = k
    · rw [hik]
      exact mem_tangent.1 hx
    · have h1 := h (b i) (mem_tangent.2 (b.orthonormal.2 (Ne.symm hik)))
      rw [hess, hb i, ← sub_smul, real_inner_smul_right, real_inner_comm (b i) x] at h1
      exact (mul_eq_zero.1 h1).resolve_left (sub_ne_zero.2 (hmono.injective.ne hik))
  · -- the `k` lower eigenvectors span a negative definite subspace
    let f : Fin (k : ℕ) → Fin n := Fin.castLE k.isLt.le
    have hf : Function.Injective f := Fin.castLE_injective _
    have hz : ∀ i, k ≤ i →
        Submodule.span ℝ (Set.range (fun j => b (f j))) ≤ tangent (b i) := by
      intro i hi
      rw [Submodule.span_le]
      rintro _ ⟨j, rfl⟩
      have hlt : f j < k := j.isLt
      exact mem_tangent.2 (b.orthonormal.2 (hlt.trans_le hi).ne')
    refine ⟨_, hz k le_rfl, fun x hx hx0 => ?_, ?_⟩
    · obtain ⟨i, hi⟩ : ∃ i, inner ℝ (b i) x ≠ 0 := by
        by_contra hcon
        push Not at hcon
        exact hx0 (eq_zero_of_amplitudes b hcon)
      have hik : i < k := lt_of_not_ge fun h => hi (mem_tangent.1 (hz i h hx))
      rw [hess_eq_sum hH b hb, ← Finset.sum_const_zero (s := (Finset.univ : Finset (Fin n)))]
      refine Finset.sum_lt_sum (fun j _ => ?_) ⟨i, Finset.mem_univ i, ?_⟩
      · rcases le_total k j with h | h
        · rw [mem_tangent.1 (hz j h hx)]
          simp
        · exact mul_nonpos_of_nonpos_of_nonneg
            (sub_nonpos.2 (hmono.monotone h)) (sq_nonneg _)
      · exact mul_neg_of_neg_of_pos (sub_neg.2 (hmono hik)) (by positivity)
    · have hli := b.orthonormal.linearIndependent.comp f hf
      exact (finrank_span_eq_card hli).trans (Fintype.card_fin _)
  · -- the `k` lower amplitudes determine a vector of a negative definite subspace
    rintro d ⟨W, -, hW, rfl⟩
    let A : W →ₗ[ℝ] (Fin (k : ℕ) → ℝ) :=
      { toFun := fun x j => inner ℝ (b (Fin.castLE k.isLt.le j)) (x : V)
        map_add' := fun x y => by
          funext j
          simp [inner_add_right]
        map_smul' := fun r x => by
          funext j
          simp [real_inner_smul_right] }
    have hA : Function.Injective A := by
      rw [injective_iff_map_eq_zero]
      intro x hx
      by_contra hx0
      have hneg := hW x x.2 (fun h => hx0 (Subtype.ext h))
      rw [hess_eq_sum hH b hb] at hneg
      refine not_le_of_gt hneg (Finset.sum_nonneg fun i _ => ?_)
      rcases lt_or_ge i k with h | h
      · have h0 : inner ℝ (b i) (x : V) = 0 := congrFun hx ⟨i, h⟩
        rw [h0]
        simp
      · exact mul_nonneg (sub_nonneg.2 (hmono.monotone h)) (sq_nonneg _)
    simpa using LinearMap.finrank_le_finrank_of_injective hA
```

The smallest case is n = 1. Then k = 0, the complement of c contains only the zero vector, and the index is 0. For k = 0 in any dimension, no nonzero subspace is negative definite: the ground state has no downhill direction.

Nondegeneracy needs E_k to be a simple eigenvalue. A second eigenvector for E_k, orthogonal to c, would pair to zero with every variation.

The step from this model to many multireference calculations is the passage from linear to nonlinear variations. When orbitals are optimised together with the expansion coefficients, the energy is a function on a curved set of states, and its Hessian there may have a different number of negative eigenvalues.

## The upper state of a two-level system

A Hamiltonian with diagonal elements 7 and −7 and coupling 24 shows the count in a case where the eigenvectors are not the basis states.

```lean
/-- The two-level Hamiltonian with diagonal elements `7`, `-7` and coupling `24`. -/
def twoLevel : EuclideanSpace ℝ (Fin 2) →ₗ[ℝ] EuclideanSpace ℝ (Fin 2) where
  toFun x := !₂[7 * x 0 + 24 * x 1, 24 * x 0 - 7 * x 1]
  map_add' x y := by
    ext i
    fin_cases i <;> simp <;> ring
  map_smul' r x := by
    ext i
    fin_cases i <;> simp <;> ring
```

Its eigenvalues are −25 and 25. The upper state is c = (4/5, 3/5) and the normalised lower state is x = (3/5, −4/5); the proof below uses the unnormalised multiple (3, −4). The theorem confirms that this operator, these levels and this `c` satisfy the spectral and normalisation hypotheses of `hessian_index`, with n = 2 and k = 1.

```lean
/-- The two-level Hamiltonian is symmetric with eigenvalues `-25 < 25`, and `(4/5, 3/5)` is
a unit eigenvector for `25`. -/
theorem hessian_index_witness :
    twoLevel.IsSymmetric ∧ StrictMono ![(-25 : ℝ), 25] ∧
    (∀ i, Module.End.HasEigenvalue twoLevel (![(-25 : ℝ), 25] i)) ∧
    ‖(!₂[4 / 5, 3 / 5] : EuclideanSpace ℝ (Fin 2))‖ = 1 ∧
    twoLevel !₂[4 / 5, 3 / 5] = (25 : ℝ) • !₂[4 / 5, 3 / 5] := by
  have hup : twoLevel !₂[4 / 5, 3 / 5] = (25 : ℝ) • !₂[4 / 5, 3 / 5] := by
    ext i
    fin_cases i <;> simp [twoLevel] <;> norm_num
  have hlow : twoLevel !₂[3, -4] = (-25 : ℝ) • !₂[3, -4] := by
    ext i
    fin_cases i <;> simp [twoLevel] <;> norm_num
  refine ⟨fun x y => ?_, ?_, fun i => ?_, ?_, hup⟩
  · simp [twoLevel, PiLp.inner_apply, Fin.sum_univ_two]
    ring
  · intro i j hij
    fin_cases i <;> fin_cases j <;> simp at hij ⊢
  · fin_cases i
    · refine Module.End.hasEigenvalue_of_hasEigenvector (x := !₂[3, -4])
        ⟨Module.End.mem_eigenspace_iff.2 hlow, fun h => ?_⟩
      have h0 := congrArg (fun v : EuclideanSpace ℝ (Fin 2) => v 0) h
      simp at h0
    · refine Module.End.hasEigenvalue_of_hasEigenvector (x := !₂[4 / 5, 3 / 5])
        ⟨Module.End.mem_eigenspace_iff.2 hup, fun h => ?_⟩
      have h0 := congrArg (fun v : EuclideanSpace ℝ (Fin 2) => v 0) h
      simp at h0
  · rw [EuclideanSpace.norm_eq, Real.sqrt_eq_one, Fin.sum_univ_two]
    simp only [Real.norm_eq_abs, sq_abs]
    norm_num

end

end ExcitedStateHessian
```

The complement of c is the line through x, and on it

⟨x, (H − 25)x⟩ = −25 − 25 = −50,

so the index is 1. Along the variation the energy is

energy(c + tx) = 25 − 50t² / (1 + t²),

which falls from 25 at t = 0 towards −25 as t grows, as the state turns into the lower one.

```lean
#print axioms ExcitedStateHessian.energy_along_variation
#print axioms ExcitedStateHessian.hessian_index
```

```
'ExcitedStateHessian.energy_along_variation' depends on axioms: [propext, Classical.choice, Quot.sound]
'ExcitedStateHessian.hessian_index' depends on axioms: [propext, Classical.choice, Quot.sound]
```
